# Deleting spin orbitals from a CI vector loses at most their total occupation in weight, and at least a fixed fraction of it

A configuration is an N-element subset S of a finite set of spin orbitals, and a CI vector c gives it a complex amplitude c_S and the weight |c_S|². The occupation of a spin orbital is the total weight of the configurations that contain it. For a set D of spin orbitals, let n_D be the sum of their occupations and L the weight lost when every configuration that occupies an orbital of D is deleted; then L ≤ n_D ≤ min(N, |D|)·L, where |D| is the number of orbitals in D.

```lean
import Mathlib

open Finset

namespace WeakOrbitalDeletion

noncomputable section

variable {ι : Type*} [Fintype ι] [DecidableEq ι]

/-- The total weight of a CI vector on the `N`-electron configurations, which are the
`N`-element subsets of the spin orbitals. -/
def weight (N : ℕ) (c : Finset ι → ℂ) : ℝ :=
  ∑ S ∈ powersetCard N univ, ‖c S‖ ^ 2

/-- The occupation of spin orbital `p`: the weight of the `N`-electron configurations
that contain `p`. -/
def occupation (N : ℕ) (c : Finset ι → ℂ) (p : ι) : ℝ :=
  ∑ S ∈ powersetCard N univ, if p ∈ S then ‖c S‖ ^ 2 else 0

/-- The total occupation of a set `D` of spin orbitals. -/
def setOccupation (N : ℕ) (c : Finset ι → ℂ) (D : Finset ι) : ℝ :=
  ∑ p ∈ D, occupation N c p

/-- The CI vector after deletion of every configuration that occupies an orbital of `D`. -/
def deleteOccupying (D : Finset ι) (c : Finset ι → ℂ) : Finset ι → ℂ :=
  fun S => if S ∩ D = ∅ then c S else 0

/-- The weight lost by the deletion: the weight before minus the weight after. -/
def lostWeight (N : ℕ) (c : Finset ι → ℂ) (D : Finset ι) : ℝ :=
  weight N c - weight N (deleteOccupying D c)

/-- The total occupation of `D` as a sum over the `N`-electron configurations: each configuration
counts with its weight times the number of its electrons in `D`. -/
theorem setOccupation_eq (N : ℕ) (c : Finset ι → ℂ) (D : Finset ι) :
    setOccupation N c D =
      ∑ S ∈ powersetCard N univ, ((S ∩ D).card : ℝ) * ‖c S‖ ^ 2 := by
  unfold setOccupation occupation
  rw [Finset.sum_comm]
  refine Finset.sum_congr rfl fun S _ => ?_
  have hf : D.filter (fun p => p ∈ S) = S ∩ D := by
    ext p
    simp [and_comm]
  rw [← Finset.sum_filter, hf, Finset.sum_const, nsmul_eq_mul]

/-- The lost weight is the weight of the configurations with at least one electron in `D`. -/
theorem lostWeight_eq (N : ℕ) (c : Finset ι → ℂ) (D : Finset ι) :
    lostWeight N c D =
      ∑ S ∈ powersetCard N univ, if S ∩ D = ∅ then 0 else ‖c S‖ ^ 2 := by
  unfold lostWeight weight
  rw [← Finset.sum_sub_distrib]
  refine Finset.sum_congr rfl fun S _ => ?_
  by_cases h : S ∩ D = ∅ <;> simp [deleteOccupying, h]

omit [Fintype ι] in
/-- The two bounds for a single `N`-electron configuration `S` of weight `w ≥ 0`. -/
theorem configuration_bounds {N : ℕ} {S : Finset ι} (D : Finset ι) (hS : S.card = N)
    {w : ℝ} (hw : 0 ≤ w) :
    (if S ∩ D = ∅ then 0 else w) ≤ ((S ∩ D).card : ℝ) * w ∧
      ((S ∩ D).card : ℝ) * w ≤
        ((min N D.card : ℕ) : ℝ) * (if S ∩ D = ∅ then 0 else w) := by
  by_cases h : S ∩ D = ∅
  · simp [h]
  · -- a configuration touching `D` has between 1 and min(N, |D|) electrons there
    have h1 : (1 : ℝ) ≤ ((S ∩ D).card : ℝ) :=
      Nat.one_le_cast.2 (card_pos.2 (nonempty_iff_ne_empty.2 h))
    have h2 : ((S ∩ D).card : ℝ) ≤ ((min N D.card : ℕ) : ℝ) :=
      Nat.cast_le.2 (le_min ((card_le_card inter_subset_left).trans hS.le)
        (card_le_card inter_subset_right))
    rw [if_neg h]
    exact ⟨by nlinarith, mul_le_mul_of_nonneg_right h2 hw⟩

/-- Deleting every configuration that occupies `D` loses at most the total occupation of `D`,
and the lost weight times the smaller of `N` and the size of `D` is at least that occupation. -/
theorem lostWeight_bounds (N : ℕ) (c : Finset ι → ℂ) (D : Finset ι) :
    lostWeight N c D ≤ setOccupation N c D ∧
      setOccupation N c D ≤ ((min N D.card : ℕ) : ℝ) * lostWeight N c D := by
  rw [lostWeight_eq, setOccupation_eq, Finset.mul_sum]
  exact ⟨Finset.sum_le_sum fun S hS =>
      (configuration_bounds D (mem_powersetCard.1 hS).2 (sq_nonneg _)).1,
    Finset.sum_le_sum fun S hS =>
      (configuration_bounds D (mem_powersetCard.1 hS).2 (sq_nonneg _)).2⟩

/-- For a normalized CI vector, the weight kept after the deletion is at least one minus the
occupation of `D`; with `m` the smaller of `N` and the size of `D`, `m` times the kept weight
is at most `m` minus that occupation. -/
theorem retained_weight_bounds {N : ℕ} {c : Finset ι → ℂ} (D : Finset ι)
    (hc : weight N c = 1) :
    1 - setOccupation N c D ≤ weight N (deleteOccupying D c) ∧
      ((min N D.card : ℕ) : ℝ) * weight N (deleteOccupying D c) ≤
        ((min N D.card : ℕ) : ℝ) - setOccupation N c D := by
  obtain ⟨h1, h2⟩ := lostWeight_bounds N c D
  unfold lostWeight at h1 h2
  rw [hc] at h1 h2
  exact ⟨by linarith, by linarith⟩

/-- The lost weight equals the occupation of `D` exactly when no `N`-electron configuration
with nonzero coefficient has more than one electron in `D`. -/
theorem lostWeight_eq_occupation_iff (N : ℕ) (c : Finset ι → ℂ) (D : Finset ι) :
    lostWeight N c D = setOccupation N c D ↔
      ∀ S : Finset ι, S.card = N → c S ≠ 0 → (S ∩ D).card ≤ 1 := by
  rw [lostWeight_eq, setOccupation_eq, Finset.sum_eq_sum_iff_of_le]
  · constructor
    · intro h S hS hc
      have h' := h S (mem_powersetCard.2 ⟨subset_univ S, hS⟩)
      by_cases h0 : S ∩ D = ∅
      · simp [h0]
      · rw [if_neg h0] at h'
        have hw : ‖c S‖ ^ 2 ≠ 0 := pow_ne_zero 2 (norm_ne_zero_iff.2 hc)
        have h1 : ((S ∩ D).card : ℝ) = 1 := mul_right_cancel₀ hw (by linarith)
        exact (Nat.cast_eq_one.1 h1).le
    · intro h S hS
      by_cases h0 : S ∩ D = ∅
      · simp [h0]
      · by_cases hc : c S = 0
        · simp [hc]
        · have h1 := h S (mem_powersetCard.1 hS).2 hc
          have h2 := card_pos.2 (nonempty_iff_ne_empty.2 h0)
          have h3 : (S ∩ D).card = 1 := by omega
          rw [if_neg h0, h3, Nat.cast_one, one_mul]
  · exact fun S hS => (configuration_bounds D (mem_powersetCard.1 hS).2 (sq_nonneg _)).1

/-- With `m` the smaller of `N` and the size of `D`, the occupation of `D` equals `m` times the lost
weight exactly when every `N`-electron configuration with nonzero coefficient that touches `D` has
`m` electrons there. -/
theorem occupation_eq_min_mul_iff (N : ℕ) (c : Finset ι → ℂ) (D : Finset ι) :
    setOccupation N c D = ((min N D.card : ℕ) : ℝ) * lostWeight N c D ↔
      ∀ S : Finset ι, S.card = N → c S ≠ 0 → S ∩ D ≠ ∅ →
        (S ∩ D).card = min N D.card := by
  rw [lostWeight_eq, setOccupation_eq, Finset.mul_sum, Finset.sum_eq_sum_iff_of_le]
  · constructor
    · intro h S hS hc h0
      have h' := h S (mem_powersetCard.2 ⟨subset_univ S, hS⟩)
      rw [if_neg h0] at h'
      exact Nat.cast_injective
        (mul_right_cancel₀ (pow_ne_zero 2 (norm_ne_zero_iff.2 hc)) h')
    · intro h S hS
      by_cases h0 : S ∩ D = ∅
      · simp [h0]
      · by_cases hc : c S = 0
        · simp [hc]
        · rw [if_neg h0, h S (mem_powersetCard.1 hS).2 hc h0]
  · exact fun S hS => (configuration_bounds D (mem_powersetCard.1 hS).2 (sq_nonneg _)).2

/-- The CI vector with amplitude `a` on `S₀`, amplitude `b` on a different configuration `S₁`,
and zero elsewhere. -/
def twoConfig (S₀ S₁ : Finset ι) (a b : ℂ) : Finset ι → ℂ :=
  fun S => if S = S₀ then a else if S = S₁ then b else 0

/-- If of two `N`-electron configurations only the second touches `D`, their superposition with
amplitudes `a` and `b` has weight `|a|² + |b|²`, loses `|b|²`, and has occupation of `D` equal to
`|b|²` times the number of electrons of the second configuration in `D`. -/
theorem twoConfig_weights {N : ℕ} {S₀ S₁ D : Finset ι} (h₀ : S₀.card = N) (h₁ : S₁.card = N)
    (hd₀ : S₀ ∩ D = ∅) (hd₁ : S₁ ∩ D ≠ ∅) (a b : ℂ) :
    weight N (twoConfig S₀ S₁ a b) = ‖a‖ ^ 2 + ‖b‖ ^ 2 ∧
      lostWeight N (twoConfig S₀ S₁ a b) D = ‖b‖ ^ 2 ∧
      setOccupation N (twoConfig S₀ S₁ a b) D = ((S₁ ∩ D).card : ℝ) * ‖b‖ ^ 2 := by
  have hne : S₀ ≠ S₁ := fun h => hd₁ (h ▸ hd₀)
  have m₀ : S₀ ∈ powersetCard N univ := mem_powersetCard.2 ⟨subset_univ _, h₀⟩
  have m₁ : S₁ ∈ powersetCard N univ := mem_powersetCard.2 ⟨subset_univ _, h₁⟩
  -- every weighted sum over configurations has just two terms
  have key : ∀ g : Finset ι → ℝ,
      ∑ S ∈ powersetCard N univ, g S * ‖twoConfig S₀ S₁ a b S‖ ^ 2 =
        g S₀ * ‖a‖ ^ 2 + g S₁ * ‖b‖ ^ 2 := by
    intro g
    have hg : ∀ S, g S * ‖twoConfig S₀ S₁ a b S‖ ^ 2 =
        (if S = S₀ then g S₀ * ‖a‖ ^ 2 else 0) +
          (if S = S₁ then g S₁ * ‖b‖ ^ 2 else 0) := by
      intro S
      by_cases e₀ : S = S₀
      · simp [twoConfig, e₀, hne]
      · by_cases e₁ : S = S₁
        · simp [twoConfig, e₁, hne.symm]
        · simp [twoConfig, e₀, e₁]
    simp only [hg, Finset.sum_add_distrib, Finset.sum_ite_eq', m₀, m₁, if_true]
  refine ⟨?_, ?_, ?_⟩
  · have h := key fun _ => 1
    simp only [one_mul] at h
    exact h
  · have h := key fun S => if S ∩ D = ∅ then 0 else 1
    simp only [if_pos hd₀, if_neg hd₁, ite_mul, zero_mul, one_mul, zero_add] at h
    rw [lostWeight_eq]
    exact h
  · have h := key fun S => ((S ∩ D).card : ℝ)
    simp only [hd₀, card_empty, Nat.cast_zero, zero_mul, zero_add] at h
    rw [setOccupation_eq]
    exact h

end

end WeakOrbitalDeletion
```

```lean
#print axioms WeakOrbitalDeletion.lostWeight_bounds
-- 'WeakOrbitalDeletion.lostWeight_bounds' depends on axioms: [propext, Classical.choice, Quot.sound]
#print axioms WeakOrbitalDeletion.retained_weight_bounds
-- 'WeakOrbitalDeletion.retained_weight_bounds' depends on axioms: [propext, Classical.choice, Quot.sound]
#print axioms WeakOrbitalDeletion.occupation_eq_min_mul_iff
-- 'WeakOrbitalDeletion.occupation_eq_min_mul_iff' depends on axioms: [propext, Classical.choice, Quot.sound]
#print axioms WeakOrbitalDeletion.twoConfig_weights
-- 'WeakOrbitalDeletion.twoConfig_weights' depends on axioms: [propext, Classical.choice, Quot.sound]
```

## Occupations and lost weight in the code

The type `ι` is the finite set of spin orbitals. A Slater determinant is represented by the set of spin orbitals it occupies, so the Pauli principle is built in: an orbital is either in the set or not. The spin orbitals are understood to be orthonormal, which makes the determinants orthonormal and |c_S|² the probability of finding configuration S in a normalized state. Signs and orderings of determinants play no role, because only squared moduli enter.

The CI vector is a function `c : Finset ι → ℂ` on subsets of every size, but each sum runs over `powersetCard N univ`, the N-electron subsets. Amplitudes on other electron numbers are therefore ignored. The definitions correspond to these quantities:

- `weight N c` is the squared norm, Σ_S |c_S|².
- `occupation N c p` is n_p, the weight of the configurations that contain p. For a normalized state this is the expectation value of the number operator of p, a diagonal element of the one-particle density matrix.
- `setOccupation N c D` is n_D = Σ_{p∈D} n_p.
- `deleteOccupying D c` sets c_S to zero whenever S and D share an orbital. The other amplitudes stay as they are, without renormalization.
- `lostWeight N c D` is L, the weight before the deletion minus the weight after it.

Orbitals are counted by spin. To delete one spatial orbital, take D to be its two spin orbitals; for a normalized state, n_D is then the usual spatial occupation between 0 and 2.

## What the bounds say

Write m = min(N, |D|). The main theorem, `lostWeight_bounds`, states

L ≤ n_D and n_D ≤ m·L.

It holds for every c, normalized or not, and for every N and D. If N ≥ 1 and D is nonempty, then m ≥ 1, and division gives the two-sided estimate

n_D/m ≤ L ≤ n_D.

If N = 0 or D is empty, the product form simply says that n_D and L both vanish.

Normalization enters in `retained_weight_bounds`, as the hypothesis `weight N c = 1`. With W the weight kept after the deletion, the theorem gives

1 − n_D ≤ W and m·W ≤ m − n_D.

The first inequality is informative only when n_D < 1, which is the case of interest for weakly occupied orbitals.

Two further theorems say when the bounds are attained. By `lostWeight_eq_occupation_iff`, L = n_D exactly when no N-electron configuration with nonzero amplitude has more than one electron in D. By `occupation_eq_min_mul_iff`, n_D = m·L exactly when every such configuration that touches D has m electrons there.

For the choice of an active space, this means that the summed occupation of the discarded orbitals, computed from a given finite CI vector, bounds the weight removed from that same vector, with no re-optimization of the remaining amplitudes or orbitals. Occupations taken from a different, cheaper calculation do not give this guarantee. The theorems concern weight and give no bound on the energy error. They also treat only deletion by emptying orbitals; freezing nearly full orbitals as doubly occupied is a different operation.

## Two electrons in four spin orbitals

Let orbitals 1 and 2 be the two spin partners of a strongly occupied spatial orbital, and 3 and 4 those of a weakly occupied one. Take N = 2, D = {3, 4} and the weights

- {1, 2}: 0.96
- {3, 4}: 0.02
- {1, 4}: 0.01
- {2, 3}: 0.01

They add up to 1. Orbital 3 occurs in {3, 4} and {2, 3}, and orbital 4 in {3, 4} and {1, 4}, so

n_3 = 0.02 + 0.01 = 0.03,
n_4 = 0.02 + 0.01 = 0.03,
n_D = 0.06.

The deletion removes every configuration except {1, 2}, so

L = 0.02 + 0.01 + 0.01 = 0.04.

Here m = 2, and the bounds read 0.03 ≤ 0.04 ≤ 0.06. The kept weight 0.96 lies between 1 − 0.06 = 0.94 and 1 − 0.03 = 0.97. The loss is smaller than n_D because the double excitation {3, 4} contributes its weight once to L but twice to n_D.

## Counting electrons in D

The derivation compares L and n_D one configuration at a time. Let k_S = |S ∩ D| be the number of electrons that S has in D. Exchanging the order of summation gives

n_D = Σ_{p∈D} Σ_{S∋p} |c_S|² = Σ_S k_S |c_S|²,

since S is counted once for each of its orbitals in D. For a normalized state, n_D is thus the mean number of electrons in D. This is `setOccupation_eq`: `Finset.sum_comm` exchanges the sums, and the inner sum over D becomes a count of the elements of `S ∩ D`.

For the lost weight, subtract the two squared norms term by term. A configuration with k_S = 0 survives and cancels; one with k_S ≥ 1 contributes all its weight. Hence

L = Σ_{S: k_S≥1} |c_S|².

For a normalized state, L is the probability of finding at least one electron in D. The lemma `lostWeight_eq` obtains this by combining the sums with `Finset.sum_sub_distrib` and splitting on whether `S ∩ D = ∅`.

It remains to compare the terms. If k_S = 0, the contributions to both L and n_D are zero. Otherwise k_S ≥ 1, while k_S ≤ N because S has N elements and k_S ≤ |D| because S ∩ D lies in D. Multiplying 1 ≤ k_S ≤ m by the nonnegative weight gives

|c_S|² ≤ k_S |c_S|² ≤ m |c_S|².

This is `configuration_bounds`, where `h1` and `h2` are the two estimates of k_S. Summing over S with `Finset.sum_le_sum` proves `lostWeight_bounds`. For a normalized vector, L = 1 − W; substituting this and rearranging with `linarith` gives `retained_weight_bounds`.

## When the bounds are attained

If every term of one finite sum is at most the corresponding term of another, the sums are equal only when all the terms are equal. Both equality theorems use this through `Finset.sum_eq_sum_iff_of_le`, with `configuration_bounds` supplying the termwise inequality.

Consider a configuration that touches D and has c_S ≠ 0. Equality in the upper bound on L requires

|c_S|² = k_S |c_S|²,

and cancelling the nonzero weight leaves k_S = 1. Equality in the lower bound requires

k_S |c_S|² = m |c_S|²,

so k_S = m. In Lean the cancellation is `mul_right_cancel₀`. Conversely, these conditions make the terms equal, and configurations that miss D or have zero amplitude contribute zero to both sides.

The theorem `twoConfig_weights` gives explicit states. Let S₀ and S₁ be N-electron configurations, with S₀ avoiding D and S₁ having k ≥ 1 electrons in it. With amplitude a on S₀, b on S₁ and zero elsewhere,

weight = |a|² + |b|²,
L = |b|²,
n_D = k|b|².

The hypotheses `hd₀` and `hd₁` say that S₀ misses D and S₁ touches it, so the two configurations differ. The auxiliary statement `key` reduces any sum of g(S)|c_S|² to g(S₀)|a|² + g(S₁)|b|². Taking g to be 1, then the indicator of touching D, then the number of electrons in D yields the three results.

For k = 1 the upper bound on L is attained, and for k = m the lower one. Normalization requires |a|² + |b|² = 1, which leaves |b|² free to be as small as desired. Whenever such configurations exist, small occupation alone therefore does not improve either constant. If m = 1, as when D is a single spin orbital and N ≥ 1, or when N = 1 and D is nonempty, the two bounds coincide and L = n_D for every CI vector.
